# For positive transition frequencies, a finite Kramers–Heisenberg–Dirac amplitude has a finite F/ω² at zero frequency exactly when its oscillator strengths per electron sum to one

Suppose a code computes the forward elastic scattering amplitude, in the electric-dipole approximation, as the Thomson term minus a sum over a truncated list of excitations, all of positive frequency, whose oscillator strengths per electron add up to 0.9 instead of 1. At low frequency the amplitude then levels off at 0.1 of the Thomson value instead of vanishing as ω², and the computed cross section stays flat where it should fall as ω⁴. The high-frequency limit is still correct, so a check of that limiting value alone misses the error.

## The amplitude and its two limits

Let f_n be the oscillator strengths, w_n the transition frequencies and ω the photon frequency. In units of the Thomson amplitude,

F(ω) = 1 − Σ f_n (w_n/2) [1/(w_n − ω) + 1/(w_n + ω)].

If Σ f_n = 1, then off resonance, meaning ω² ≠ w_n² for every n,

F(ω) = −ω² Σ f_n/(w_n² − ω²).

If also every w_n > 0, then F/ω² → −Σ f_n/w_n² as ω → 0. As ω → ∞, F → 1 whatever the strengths sum to.

The condition Σ f_n = 1 is the Thomas–Reiche–Kuhn sum rule for one electron. It follows from the commutator of position and momentum when the set of states is complete, continuum included, and the potential commutes with position, which a nonlocal pseudopotential does not. For N electrons it holds after the strengths are divided by N, with F measured in units of the N-electron Thomson amplitude.

## Where a sum-over-states code depends on the sum rule

With a finite, undamped set of excitations of positive frequency, the first form tends to 1 − Σ f_n at zero frequency, so a code that uses it should check that sum before its low-frequency signal is trusted. The choice of formula matters too. At small ω the first form subtracts nearly equal numbers and loses digits, while the second does not. With strengths that do not sum to one, however, the second form is a different function: it still vanishes at zero frequency, but it tends to Σ f_n instead of 1 at high frequency.

## From two denominators to the Rayleigh and Thomson limits

Off resonance the two fractions combine:

1/(w_n − ω) + 1/(w_n + ω) = 2w_n/(w_n² − ω²),

F = 1 − Σ f_n w_n²/(w_n² − ω²).  (A)

Writing the leading 1 as Σ f_n gives

F = Σ f_n [1 − w_n²/(w_n² − ω²)] = −ω² Σ f_n/(w_n² − ω²).  (B)

Let every w_n be positive. Frequencies close enough to zero are then off resonance. Dividing (B) by ω² ≠ 0 and letting ω → 0 term by term gives F/ω² → −Σ f_n/w_n². Squaring gives

F²/ω⁴ → (Σ f_n/w_n²)².

Conversely, suppose F/ω² → L with L finite. Then F = (F/ω²) ω² → L · 0 = 0. But (A) gives F → 1 − Σ f_n, so Σ f_n = 1.

At high frequency each w_n²/(w_n² − ω²) tends to 0, so (A) gives F → 1. The leading correction follows from

ω²(F − 1) = Σ f_n w_n² [1 − w_n²/(w_n² − ω²)] → Σ f_n w_n².

## The Lean file

```lean
import Mathlib

open Filter Topology

namespace KramersHeisenbergDirac

noncomputable section

variable {ι : Type*} [Fintype ι]

/-- The forward scattering amplitude, in units of the Thomson amplitude, for oscillator strengths
`f n` and transition frequencies `w n`. Lean also assigns it a value at `ω = w n` and `ω = -w n`,
through `1 / 0 = 0`; that value has no physical meaning. -/
def amplitude (f w : ι → ℝ) (ω : ℝ) : ℝ :=
  1 - ∑ n, f n * (w n / 2) * (1 / (w n - ω) + 1 / (w n + ω))

/-- Off resonance, the resonant and antiresonant terms combine into a single
denominator `w n ^ 2 - ω ^ 2`. -/
theorem amplitude_eq_one_sub (f w : ι → ℝ) {ω : ℝ} (h : ∀ n, ω ^ 2 ≠ w n ^ 2) :
    amplitude f w ω = 1 - ∑ n, f n * (w n ^ 2 / (w n ^ 2 - ω ^ 2)) := by
  unfold amplitude
  congr 1
  refine Finset.sum_congr rfl fun n _ => ?_
  have h1 : w n - ω ≠ 0 := fun e => h n (by linear_combination (-(w n + ω)) * e)
  have h2 : w n + ω ≠ 0 := fun e => h n (by linear_combination (-(w n - ω)) * e)
  rw [div_add_div _ _ h1 h2, show w n ^ 2 - ω ^ 2 = (w n - ω) * (w n + ω) by ring]
  ring

/-- Off resonance, and with oscillator strengths that sum to one, the amplitude is
`-ω ^ 2` times the sum of `f n / (w n ^ 2 - ω ^ 2)`. -/
theorem amplitude_off_resonance (f w : ι → ℝ) (hf : ∑ n, f n = 1) {ω : ℝ}
    (h : ∀ n, ω ^ 2 ≠ w n ^ 2) :
    amplitude f w ω = -ω ^ 2 * ∑ n, f n / (w n ^ 2 - ω ^ 2) := by
  -- the sum rule lets the Thomson term be absorbed into the sum
  rw [amplitude_eq_one_sub f w h, ← hf, Finset.mul_sum, ← Finset.sum_sub_distrib]
  refine Finset.sum_congr rfl fun n _ => ?_
  have hd : w n ^ 2 - ω ^ 2 ≠ 0 := sub_ne_zero.mpr (h n).symm
  linear_combination (-(f n)) * mul_inv_cancel₀ hd

/-- If all transition frequencies are positive, all frequencies close enough to zero are
off resonance. -/
theorem off_resonance_near_zero (w : ι → ℝ) (hw : ∀ n, 0 < w n) :
    ∀ᶠ ω : ℝ in 𝓝 0, ∀ n, ω ^ 2 ≠ w n ^ 2 := by
  refine eventually_all.mpr fun n => ?_
  have h : (0 : ℝ) ^ 2 ≠ w n ^ 2 := by
    rw [zero_pow two_ne_zero]
    exact (pow_pos (hw n) 2).ne
  exact (continuous_pow 2).continuousAt.eventually_ne h

/-- All sufficiently high frequencies are off resonance. -/
theorem off_resonance_at_top (w : ι → ℝ) :
    ∀ᶠ ω : ℝ in atTop, ∀ n, ω ^ 2 ≠ w n ^ 2 := by
  refine eventually_all.mpr fun n => ?_
  filter_upwards [eventually_gt_atTop |w n|] with ω h e
  have h2 := sq_abs (w n)
  nlinarith [abs_nonneg (w n)]

/-- The response `a ^ 2 / (a ^ 2 - ω ^ 2)` of a single oscillator of frequency `a`
vanishes at high frequency. -/
theorem oscillator_tendsto_zero (a : ℝ) :
    Tendsto (fun ω : ℝ => a ^ 2 / (a ^ 2 - ω ^ 2)) atTop (𝓝 0) := by
  have h : Tendsto (fun ω : ℝ => ω ^ 2 + -a ^ 2) atTop atTop :=
    tendsto_atTop_add_const_right atTop (-a ^ 2) (tendsto_pow_atTop two_ne_zero)
  have h2 := (tendsto_const_nhds (x := -a ^ 2)).div_atTop h
  refine h2.congr fun ω => ?_
  show -a ^ 2 / (ω ^ 2 + -a ^ 2) = a ^ 2 / (a ^ 2 - ω ^ 2)
  rw [show a ^ 2 - ω ^ 2 = -(ω ^ 2 + -a ^ 2) by ring, div_neg, neg_div]

/-- Rayleigh limit: for positive transition frequencies and oscillator strengths that sum
to one, `F / ω ^ 2` tends to minus the sum of `f n / w n ^ 2` as `ω` tends to zero. -/
theorem rayleigh_limit (f w : ι → ℝ) (hw : ∀ n, 0 < w n) (hf : ∑ n, f n = 1) :
    Tendsto (fun ω => amplitude f w ω / ω ^ 2) (𝓝[≠] 0)
      (𝓝 (-∑ n, f n / w n ^ 2)) := by
  have hc : Tendsto (fun ω : ℝ => -∑ n, f n / (w n ^ 2 - ω ^ 2)) (𝓝 0)
      (𝓝 (-∑ n, f n / w n ^ 2)) := by
    refine (tendsto_finsetSum _ fun n _ => ?_).neg
    have h0 : Tendsto (fun ω : ℝ => w n ^ 2 - ω ^ 2) (𝓝 0) (𝓝 (w n ^ 2)) := by
      have h : Continuous (fun ω : ℝ => w n ^ 2 - ω ^ 2) := by fun_prop
      simpa using h.tendsto 0
    exact tendsto_const_nhds.div h0 (pow_ne_zero 2 (hw n).ne')
  refine (hc.mono_left nhdsWithin_le_nhds).congr' ?_
  filter_upwards [(off_resonance_near_zero w hw).filter_mono nhdsWithin_le_nhds,
    self_mem_nhdsWithin] with ω h h0
  have h0' : ω ≠ 0 := h0
  rw [amplitude_off_resonance f w hf h, eq_div_iff (pow_ne_zero 2 h0')]
  ring

/-- Fourth-power law: for positive transition frequencies and oscillator strengths that sum
to one, `F ^ 2 / ω ^ 4` tends to the square of the sum of `f n / w n ^ 2` as `ω` tends
to zero. -/
theorem rayleigh_fourth_power (f w : ι → ℝ) (hw : ∀ n, 0 < w n) (hf : ∑ n, f n = 1) :
    Tendsto (fun ω => amplitude f w ω ^ 2 / ω ^ 4) (𝓝[≠] 0)
      (𝓝 ((∑ n, f n / w n ^ 2) ^ 2)) := by
  have h := (rayleigh_limit f w hw hf).pow 2
  rw [neg_sq] at h
  refine h.congr fun ω => ?_
  ring

/-- For positive transition frequencies, `F / ω ^ 2` has a finite limit at zero frequency
exactly when the oscillator strengths sum to one. -/
theorem rayleigh_iff_sum_rule (f w : ι → ℝ) (hw : ∀ n, 0 < w n) :
    (∃ L : ℝ, Tendsto (fun ω => amplitude f w ω / ω ^ 2) (𝓝[≠] 0) (𝓝 L)) ↔
      ∑ n, f n = 1 := by
  refine ⟨fun ⟨L, hL⟩ => ?_, fun hf => ⟨_, rayleigh_limit f w hw hf⟩⟩
  -- the amplitude itself tends to `1 - ∑ f n`
  have h1 : Tendsto (fun ω : ℝ => 1 - ∑ n, f n * (w n ^ 2 / (w n ^ 2 - ω ^ 2))) (𝓝 0)
      (𝓝 (1 - ∑ n, f n)) := by
    refine tendsto_const_nhds.sub (tendsto_finsetSum _ fun n _ => ?_)
    have h0 : Tendsto (fun ω : ℝ => w n ^ 2 - ω ^ 2) (𝓝 0) (𝓝 (w n ^ 2)) := by
      have h : Continuous (fun ω : ℝ => w n ^ 2 - ω ^ 2) := by fun_prop
      simpa using h.tendsto 0
    have hn : w n ^ 2 ≠ 0 := pow_ne_zero 2 (hw n).ne'
    have h2 := ((tendsto_const_nhds (x := w n ^ 2)).div h0 hn).const_mul (f n)
    rw [div_self hn, mul_one] at h2
    exact h2
  -- a finite limit of `F / ω ^ 2` forces the amplitude to vanish
  have h2 : Tendsto (fun ω : ℝ => 1 - ∑ n, f n * (w n ^ 2 / (w n ^ 2 - ω ^ 2))) (𝓝[≠] 0)
      (𝓝 (L * 0 ^ 2)) := by
    have hq : Tendsto (fun ω : ℝ => ω ^ 2) (𝓝[≠] 0) (𝓝 (0 ^ 2)) :=
      ((continuous_pow 2).tendsto 0).mono_left nhdsWithin_le_nhds
    refine (hL.mul hq).congr' ?_
    filter_upwards [(off_resonance_near_zero w hw).filter_mono nhdsWithin_le_nhds,
      self_mem_nhdsWithin] with ω h h0
    have h0' : ω ≠ 0 := h0
    rw [← amplitude_eq_one_sub f w h]
    field_simp
  have h3 := tendsto_nhds_unique (h1.mono_left nhdsWithin_le_nhds) h2
  linear_combination -h3

/-- Thomson limit: the amplitude tends to one at high frequency. -/
theorem thomson_limit (f w : ι → ℝ) : Tendsto (amplitude f w) atTop (𝓝 1) := by
  have hs : Tendsto (fun ω : ℝ => 1 - ∑ n, f n * (w n ^ 2 / (w n ^ 2 - ω ^ 2))) atTop
      (𝓝 (1 - ∑ n, f n * 0)) :=
    tendsto_const_nhds.sub
      (tendsto_finsetSum _ fun n _ => (oscillator_tendsto_zero (w n)).const_mul (f n))
  have hz : 1 - ∑ n, f n * 0 = (1 : ℝ) := by simp
  rw [hz] at hs
  refine hs.congr' ?_
  filter_upwards [off_resonance_at_top w] with ω h
  exact (amplitude_eq_one_sub f w h).symm

/-- Leading correction to the Thomson limit: `ω ^ 2 * (F - 1)` tends to the sum of
`f n * w n ^ 2` at high frequency. -/
theorem thomson_correction (f w : ι → ℝ) :
    Tendsto (fun ω => ω ^ 2 * (amplitude f w ω - 1)) atTop
      (𝓝 (∑ n, f n * w n ^ 2)) := by
  have hs : Tendsto (fun ω : ℝ => ∑ n, f n * w n ^ 2 * (1 - w n ^ 2 / (w n ^ 2 - ω ^ 2)))
      atTop (𝓝 (∑ n, f n * w n ^ 2 * (1 - 0))) :=
    tendsto_finsetSum _ fun n _ =>
      (tendsto_const_nhds.sub (oscillator_tendsto_zero (w n))).const_mul (f n * w n ^ 2)
  simp only [sub_zero, mul_one] at hs
  refine hs.congr' ?_
  filter_upwards [off_resonance_at_top w] with ω h
  rw [amplitude_eq_one_sub f w h, sub_sub_cancel_left, mul_neg, ← neg_mul, Finset.mul_sum]
  refine Finset.sum_congr rfl fun n _ => ?_
  have hd : w n ^ 2 - ω ^ 2 ≠ 0 := sub_ne_zero.mpr (h n).symm
  linear_combination (-(f n * w n ^ 2)) * mul_inv_cancel₀ hd

end

end KramersHeisenbergDirac
```

```lean
#print axioms KramersHeisenbergDirac.rayleigh_fourth_power
#print axioms KramersHeisenbergDirac.rayleigh_iff_sum_rule
#print axioms KramersHeisenbergDirac.thomson_limit
#print axioms KramersHeisenbergDirac.thomson_correction
```

```
'KramersHeisenbergDirac.rayleigh_fourth_power' depends on axioms: [propext, Classical.choice, Quot.sound]
'KramersHeisenbergDirac.rayleigh_iff_sum_rule' depends on axioms: [propext, Classical.choice, Quot.sound]
'KramersHeisenbergDirac.thomson_limit' depends on axioms: [propext, Classical.choice, Quot.sound]
'KramersHeisenbergDirac.thomson_correction' depends on axioms: [propext, Classical.choice, Quot.sound]
```

## What the theorems cover, and how they are proved

The finite type `ι` labels the transitions, and `f` and `w` are arbitrary real functions on it. Positivity `hw` and the sum rule `hf` are assumed where they appear, not derived from a Hamiltonian. `𝓝[≠] 0` means that ω approaches zero through nonzero values of either sign, and `atTop` means ω → ∞.

`amplitude_eq_one_sub` is (A) and `amplitude_off_resonance` is (B); both are checked term by term, with the off-resonance hypothesis supplying nonzero denominators. The two `off_resonance` lemmas show that this hypothesis holds near zero and at high frequency. The proofs of `rayleigh_limit`, `thomson_limit` and `thomson_correction` therefore take the limit of a simplified expression and carry it over to `amplitude` with `congr'`, which needs agreement only close to the limit. `rayleigh_fourth_power` squares `rayleigh_limit`. For the converse in `rayleigh_iff_sum_rule`, `congr'` carries the limit L · 0 from `amplitude` to the right-hand side of (A), and `tendsto_nhds_unique` equates it with the limit 1 − Σ f_n found directly. `thomson_limit` and `thomson_correction` use neither `hw` nor `hf`.

The model has no continuum, no linewidths and no dependence on scattering angle, and it is non-relativistic, so ω → ∞ is a limit of the formula and not a claim about arbitrarily hard photons. The theorems concern real numbers; they put no bound on rounding error, or on the error in F at a given ω when the sum rule is only nearly satisfied.
